# Mulliken and Löwdin spin moments: equal totals, site values that can differ

Take finitely many real basis functions $\phi_i$ with overlap $S_{ij}=\int\phi_i\phi_j$, and spin-up and spin-down density matrices $P^\alpha$, $P^\beta$. The collinear spin density $m(\mathbf x)=\sum_{ij}P_{ij}\phi_i(\mathbf x)\phi_j(\mathbf x)$, with $P=P^\alpha-P^\beta$, integrates to $\sum_{ij}P_{ij}S_{ji}=\operatorname{tr}(PS)$. Moments are counted in electrons, up minus down. The Lean file starts from the matrices; functions and integrals do not appear in it.

## Definitions

```lean
import Mathlib

open Matrix
open scoped MatrixOrder

namespace LocalSpinMoments

noncomputable section

variable {n : Type*} [Fintype n] [DecidableEq n]
```

The finite type `n` labels the basis functions. Opening `MatrixOrder` makes $0\le S$ mean that $S$ is positive semidefinite.

```lean
/-- Collinear spin-density matrix: spin-up minus spin-down density matrix. -/
def spinDensity (Pα Pβ : Matrix n n ℝ) : Matrix n n ℝ := Pα - Pβ
```

This is $P=P^\alpha-P^\beta$. Both are arbitrary real matrices: neither symmetry, idempotency nor an origin in a density functional is imposed.

```lean
/-- Mulliken moment of basis function `i`: the diagonal element `(P S)_ii`. -/
def mullikenMoment (S P : Matrix n n ℝ) : n → ℝ := fun i => (P * S) i i
```

The Mulliken moment is $m^{M}_i=(PS)_{ii}$.

```lean
/-- Löwdin moment of basis function `i`: the diagonal element `(S^(1/2) P S^(1/2))_ii`,
with the positive semidefinite square root of the overlap. -/
def lowdinMoment (S P : Matrix n n ℝ) : n → ℝ := fun i => (CFC.sqrt S * P * CFC.sqrt S) i i
```

The Löwdin moment is $m^{L}_i=(S^{1/2}PS^{1/2})_{ii}$, where `CFC.sqrt S` is the positive semidefinite root when $0\le S$. Both moments belong to a basis function, not an atom. A program can diagonalise $S=U\Lambda U^{T}$, with $U$ orthogonal and $\Lambda$ diagonal, form $S^{1/2}=U\Lambda^{1/2}U^{T}$, and add the diagonal elements of $S^{1/2}PS^{1/2}$ over each atom's functions.

## The total moment

```lean
omit [DecidableEq n] in
/-- For any square matrices `A`, `B`, `P`, the diagonal elements `(B P A)_ii` add up to
`tr(P A B)`. -/
theorem partition_sum (A B P : Matrix n n ℝ) :
    ∑ i, (B * P * A) i i = trace (P * (A * B)) := by
  change trace (B * P * A) = _
  rw [Matrix.trace_mul_cycle, Matrix.trace_mul_comm]
```

For any square matrices $A,B,P$, cyclicity gives $\sum_i(BPA)_{ii}=\operatorname{tr}(BPA)=\operatorname{tr}(ABP)=\operatorname{tr}(PAB)$. The `change` step recognises the sum as a trace, and the two rewrites are the last two equalities.

```lean
/-- For a positive semidefinite overlap and spin density `P = Pα - Pβ`, the Mulliken and the
Löwdin moments both sum to `tr(P S)`, which equals `tr(Pα S) - tr(Pβ S)`. -/
theorem total_moment {S : Matrix n n ℝ} (hS : S.PosSemidef) (Pα Pβ : Matrix n n ℝ) :
    ∑ i, mullikenMoment S (spinDensity Pα Pβ) i = trace (spinDensity Pα Pβ * S) ∧
    ∑ i, lowdinMoment S (spinDensity Pα Pβ) i = trace (spinDensity Pα Pβ * S) ∧
    trace (spinDensity Pα Pβ * S) = trace (Pα * S) - trace (Pβ * S) := by
  refine ⟨rfl, ?_, ?_⟩
  · -- the symmetric factorisation S = S^(1/2) S^(1/2)
    have h := partition_sum (CFC.sqrt S) (CFC.sqrt S) (spinDensity Pα Pβ)
    rw [CFC.sqrt_mul_sqrt_self S hS.nonneg] at h
    exact h
  · rw [spinDensity, Matrix.sub_mul, Matrix.trace_sub]
```

For positive semidefinite $S$ (hypothesis `hS`, weaker than definiteness),
$$\sum_i m^M_i=\sum_i m^L_i=\operatorname{tr}(PS)=\operatorname{tr}(P^\alpha S)-\operatorname{tr}(P^\beta S).$$
The Mulliken sum is the definition of the trace, hence `rfl`. The Löwdin sum is `partition_sum` with $A=B=S^{1/2}$ and $S^{1/2}S^{1/2}=S$, the one place where `hS` enters. The last equality is linearity.

## The dimer

```lean
/-- Overlap matrix of two normalised orbitals with overlap integral `s`. -/
def dimerOverlap (s : ℝ) : Matrix (Fin 2) (Fin 2) ℝ := !![1, s; s, 1]
```

Two normalised orbitals, one on each site and indexed $0$ and $1$ as in `Fin 2`, have $S_{00}=S_{11}=1$ and $S_{01}=S_{10}=s$.

```lean
/-- The symmetric matrix with diagonal `(√(1+s) + √(1-s))/2` and off-diagonal
`(√(1+s) - √(1-s))/2`. -/
def dimerRoot (s : ℝ) : Matrix (Fin 2) (Fin 2) ℝ :=
  !![(√(1 + s) + √(1 - s)) / 2, (√(1 + s) - √(1 - s)) / 2;
     (√(1 + s) - √(1 - s)) / 2, (√(1 + s) + √(1 - s)) / 2]
```

With $u=\sqrt{1+s}$ and $v=\sqrt{1-s}$, this matrix $R$ has diagonal $p=(u+v)/2$ and off-diagonal $q=(u-v)/2$.

```lean
/-- General symmetric spin-density matrix of the dimer, with on-site elements `a`, `b` and
bond element `c`. -/
def dimerSpin (a b c : ℝ) : Matrix (Fin 2) (Fin 2) ℝ := !![a, c; c, b]
```

The general symmetric spin density has $P_{00}=a$, $P_{11}=b$, $P_{01}=P_{10}=c$.

```lean
/-- The dimer overlap matrix is positive definite for `|s| < 1`. -/
theorem dimerOverlap_posDef {s : ℝ} (hs : |s| < 1) : (dimerOverlap s).PosDef := by
  obtain ⟨h1, h2⟩ := abs_lt.mp hs
  refine Matrix.posDef_iff_dotProduct_mulVec.mpr ⟨?_, fun x hx => ?_⟩
  · refine Matrix.IsHermitian.ext fun i j => ?_
    fin_cases i <;> fin_cases j <;> simp [dimerOverlap]
  · -- bonding and antibonding combinations diagonalise the quadratic form
    have hq : star x ⬝ᵥ dimerOverlap s *ᵥ x
        = (1 + s) / 2 * (x 0 + x 1) ^ 2 + (1 - s) / 2 * (x 0 - x 1) ^ 2 := by
      simp [dimerOverlap, Matrix.mulVec, dotProduct, Fin.sum_univ_two]
      ring
    have hp : 0 < (1 + s) / 2 := by linarith
    have hm : 0 < (1 - s) / 2 := by linarith
    have hne : x 0 + x 1 ≠ 0 ∨ x 0 - x 1 ≠ 0 := by
      by_contra h
      rw [not_or, not_not, not_not] at h
      obtain ⟨ha, hb⟩ := h
      have h0 : x 0 = 0 := by linarith
      have h1' : x 1 = 0 := by linarith
      apply hx
      funext i
      fin_cases i
      · exact h0
      · exact h1'
    rw [hq]
    rcases hne with h | h
    · have ha := mul_pos hp (sq_pos_of_ne_zero h)
      have hb := mul_nonneg hm.le (sq_nonneg (x 0 - x 1))
      linarith
    · have ha := mul_pos hm (sq_pos_of_ne_zero h)
      have hb := mul_nonneg hp.le (sq_nonneg (x 0 + x 1))
      linarith
```

For $|s|<1$, $S$ is positive definite. It is symmetric, and for a vector $x=(x_0,x_1)$,
$$x^TSx=x_0^2+2sx_0x_1+x_1^2=\tfrac{1+s}{2}(x_0+x_1)^2+\tfrac{1-s}{2}(x_0-x_1)^2,$$
which is `hq`. Both coefficients are positive (`hp`, `hm`). If both brackets vanished then $x=0$, so for $x\neq0$ (`hx`) at least one square is positive (`hne`), and the two cases finish the proof.

```lean
/-- For `|s| ≤ 1` the square root `S^(1/2)` of the dimer overlap is `dimerRoot s`. -/
theorem sqrt_dimerOverlap {s : ℝ} (hs : |s| ≤ 1) :
    CFC.sqrt (dimerOverlap s) = dimerRoot s := by
  obtain ⟨h1, h2⟩ := abs_le.mp hs
  have hu : √(1 + s) * √(1 + s) = 1 + s := Real.mul_self_sqrt (by linarith)
  have hv : √(1 - s) * √(1 - s) = 1 - s := Real.mul_self_sqrt (by linarith)
  have hmul : dimerRoot s * dimerRoot s = dimerOverlap s := by
    simp only [dimerRoot, dimerOverlap, Matrix.mul_fin_two]
    ext i j
    fin_cases i <;> fin_cases j <;> simp <;> nlinarith [hu, hv]
  have hpsd : (dimerRoot s).PosSemidef := by
    refine Matrix.posSemidef_iff_dotProduct_mulVec.mpr ⟨?_, fun x => ?_⟩
    · refine Matrix.IsHermitian.ext fun i j => ?_
      fin_cases i <;> fin_cases j <;> simp [dimerRoot]
    · have hq : star x ⬝ᵥ dimerRoot s *ᵥ x
          = √(1 + s) / 2 * (x 0 + x 1) ^ 2 + √(1 - s) / 2 * (x 0 - x 1) ^ 2 := by
        simp [dimerRoot, Matrix.mulVec, dotProduct, Fin.sum_univ_two]
        ring
      rw [hq]
      positivity
  -- uniqueness of the positive semidefinite square root
  exact CFC.sqrt_unique hmul hpsd.nonneg
```

For $|s|\le1$, including the singular ends $s=\pm1$, $S^{1/2}=R$. From $u^2=1+s$ and $v^2=1-s$ (`hu`, `hv`), the diagonal of $R^2$ is $p^2+q^2=(u^2+v^2)/2=1$ and the off-diagonal is $2pq=(u^2-v^2)/2=s$; this is `hmul`. Further, $x^TRx=\tfrac u2(x_0+x_1)^2+\tfrac v2(x_0-x_1)^2\ge0$, which is `hpsd`. The last line is worth reusing: to evaluate `CFC.sqrt`, guess the root, check its square and its semidefiniteness, and apply `CFC.sqrt_unique`.

```lean
/-- The Mulliken moments of the dimer are `(a + c s, b + c s)`. -/
theorem mulliken_dimer (s a b c : ℝ) :
    mullikenMoment (dimerOverlap s) (dimerSpin a b c) = ![a + c * s, b + c * s] := by
  funext i
  simp only [mullikenMoment, dimerOverlap, dimerSpin, Matrix.mul_fin_two]
  fin_cases i <;> (simp; try ring)
```

For every real $s$, multiplication gives $m^M_0=P_{00}S_{00}+P_{01}S_{10}=a+cs$ and $m^M_1=P_{10}S_{01}+P_{11}S_{11}=b+cs$. The notation `![x, y]` lists the components $0$ and $1$.

```lean
/-- For `|s| ≤ 1` the Löwdin moments of the dimer are `(a + b)/2 + c s ± r (a - b)/2` with
`r = √(1 - s²)`. -/
theorem lowdin_dimer {s : ℝ} (hs : |s| ≤ 1) (a b c : ℝ) :
    lowdinMoment (dimerOverlap s) (dimerSpin a b c)
      = ![(a + b) / 2 + c * s + √(1 - s ^ 2) * (a - b) / 2,
          (a + b) / 2 + c * s - √(1 - s ^ 2) * (a - b) / 2] := by
  obtain ⟨h1, h2⟩ := abs_le.mp hs
  have hu : √(1 + s) * √(1 + s) = 1 + s := Real.mul_self_sqrt (by linarith)
  have hv : √(1 - s) * √(1 - s) = 1 - s := Real.mul_self_sqrt (by linarith)
  have hr : √(1 - s ^ 2) = √(1 + s) * √(1 - s) := by
    rw [← Real.sqrt_mul (show 0 ≤ 1 + s by linarith)]
    congr 1
    ring
  funext i
  unfold lowdinMoment
  rw [sqrt_dimerOverlap hs, hr]
  simp only [dimerRoot, dimerSpin, Matrix.mul_fin_two]
  fin_cases i <;> simp <;>
    linear_combination ((a + b) / 4 + c / 2) * hu + ((a + b) / 4 - c / 2) * hv
```

Let $r=\sqrt{1-s^2}=uv$ (`hr`), so that $p^2-q^2=uv=r$. For $|s|\le1$,
$$m^L_0=p^2a+2pqc+q^2b=(p^2+q^2)\tfrac{a+b}{2}+2pqc+(p^2-q^2)\tfrac{a-b}{2}=\tfrac{a+b}{2}+cs+r\,\tfrac{a-b}{2},$$
and $m^L_1=q^2a+2pqc+p^2b$ has the opposite sign of the last term. In Lean both sides are expanded in $u,v$. Their difference is $(\tfrac{a+b}4+\tfrac c2)(u^2-1-s)+(\tfrac{a+b}4-\tfrac c2)(v^2-1+s)$, and `linear_combination` receives exactly these coefficients.

```lean
/-- For `|s| ≤ 1` the difference of the two site moments in the Löwdin scheme is `√(1 - s²)`
times the difference in the Mulliken scheme. -/
theorem staggered_moment {s : ℝ} (hs : |s| ≤ 1) (a b c : ℝ) :
    lowdinMoment (dimerOverlap s) (dimerSpin a b c) 0
        - lowdinMoment (dimerOverlap s) (dimerSpin a b c) 1
      = √(1 - s ^ 2) * (mullikenMoment (dimerOverlap s) (dimerSpin a b c) 0
        - mullikenMoment (dimerOverlap s) (dimerSpin a b c) 1) := by
  rw [lowdin_dimer hs, mulliken_dimer]
  simp only [Matrix.cons_val_zero, Matrix.cons_val_one]
  ring
```

Subtracting components gives $m^L_0-m^L_1=r(a-b)$ and $m^M_0-m^M_1=a-b$. For $|s|\le1$ the staggered Löwdin moment is thus $r$ times the Mulliken one, whatever $c$ is.

```lean
/-- For nonzero overlap with `|s| ≤ 1`, the Löwdin and Mulliken moments of the dimer coincide
exactly when the on-site elements of the spin density are equal. -/
theorem schemes_agree_iff {s : ℝ} (h0 : s ≠ 0) (hs : |s| ≤ 1) (a b c : ℝ) :
    lowdinMoment (dimerOverlap s) (dimerSpin a b c)
      = mullikenMoment (dimerOverlap s) (dimerSpin a b c) ↔ a = b := by
  have hs2 : 0 < s ^ 2 := sq_pos_of_ne_zero h0
  have hr : √(1 - s ^ 2) < 1 := (Real.sqrt_lt' one_pos).mpr (by linarith)
  constructor
  · intro h
    have hst := staggered_moment hs a b c
    rw [h, mulliken_dimer] at hst
    simp only [Matrix.cons_val_zero, Matrix.cons_val_one] at hst
    have hz : (1 - √(1 - s ^ 2)) * (a - b) = 0 := by linear_combination hst
    rcases mul_eq_zero.mp hz with h' | h' <;> linarith
  · rintro rfl
    rw [lowdin_dimer hs, mulliken_dimer]
    funext i
    fin_cases i <;> (simp; try ring)
```

For $s\ne0$ and $|s|\le1$ the schemes agree if and only if $a=b$. Here $s^2>0$ gives $r<1$. If the moments agree, the staggered relation reads $a-b=r(a-b)$, so $(1-r)(a-b)=0$ (`hz`) and $a=b$. Conversely, $a=b$ turns both formulas into $(a+cs,\,a+cs)$.

```lean
/-- For `s ≠ 0`, `|s| < 1` and `P = diag(1, 0)`: the overlap is positive definite, the Mulliken
moments are `(1, 0)` and the Löwdin moments `((1 + r)/2, (1 - r)/2)` with `r = √(1 - s²)` and
`0 < (1 - r)/2 < 1/2`; both pairs sum to `tr(P S)`, which is `1`. -/
theorem localized_spin_moments {s : ℝ} (h0 : s ≠ 0) (hs : |s| < 1) :
    let S := dimerOverlap s
    let P : Matrix (Fin 2) (Fin 2) ℝ := !![1, 0; 0, 0]
    let r := √(1 - s ^ 2)
    S.PosDef ∧ mullikenMoment S P = ![1, 0] ∧
      lowdinMoment S P = ![(1 + r) / 2, (1 - r) / 2] ∧
      0 < (1 - r) / 2 ∧ (1 - r) / 2 < 1 / 2 ∧
      ∑ i, mullikenMoment S P i = trace (P * S) ∧
      ∑ i, lowdinMoment S P i = trace (P * S) ∧ trace (P * S) = 1 := by
  intro S P r
  obtain ⟨h1, h2⟩ := abs_lt.mp hs
  have hs2 : 0 < s ^ 2 := sq_pos_of_ne_zero h0
  have hr1 : r < 1 := (Real.sqrt_lt' one_pos).mpr (by linarith)
  have hr0 : 0 < r := Real.sqrt_pos.mpr (by nlinarith)
  have hM : mullikenMoment S P = ![1, 0] := by
    refine (mulliken_dimer s 1 0 0).trans ?_
    funext i
    fin_cases i <;> simp
  have hL : lowdinMoment S P = ![(1 + r) / 2, (1 - r) / 2] := by
    refine (lowdin_dimer hs.le 1 0 0).trans ?_
    funext i
    fin_cases i <;> (simp [r]; try ring)
  have htr : trace (P * S) = 1 := by
    change ∑ i, mullikenMoment S P i = 1
    rw [hM]
    simp [Fin.sum_univ_two]
  refine ⟨dimerOverlap_posDef hs, hM, hL, by linarith, by linarith, rfl, ?_, htr⟩
  rw [hL, htr, Fin.sum_univ_two]
  simp only [Matrix.cons_val_zero, Matrix.cons_val_one]
  ring

end

end LocalSpinMoments
```

Take $P=\operatorname{diag}(1,0)$, the spin density $\phi_0^2$ of one up electron in orbital $0$, with $s\neq0$ and $|s|<1$. The `let` lines name $S$, $P$ and $r$. Then $S$ is positive definite. Setting $a=1$, $b=c=0$ gives $m^M=(1,0)$ (`hM`) and $m^L=\big(\tfrac{1+r}2,\tfrac{1-r}2\big)$ (`hL`). From $0<s^2<1$ follows $0<r<1$ (`hr0`, `hr1`), hence $0<\tfrac{1-r}{2}<\tfrac12$. Finally $\operatorname{tr}(PS)=1+0=1$ (`htr`) and $\tfrac{1+r}2+\tfrac{1-r}2=1$, so both pairs sum to the trace.

In a collinear calculation with a finite real basis, the total moment is therefore the same in both schemes, while in this two-orbital model one spin density yields a zero Mulliken moment and a positive Löwdin moment on site $1$. The theorems do not say which assignment is preferable, and the explicit site formulas are proved for size two only.

```lean
#print axioms LocalSpinMoments.total_moment
#print axioms LocalSpinMoments.schemes_agree_iff
#print axioms LocalSpinMoments.localized_spin_moments
```

```
'LocalSpinMoments.total_moment' depends on axioms: [propext, Classical.choice, Quot.sound]
'LocalSpinMoments.schemes_agree_iff' depends on axioms: [propext, Classical.choice, Quot.sound]
'LocalSpinMoments.localized_spin_moments' depends on axioms: [propext, Classical.choice, Quot.sound]
```
